# Three-point kinematics with one massless leg and two equal nonzero masses fixes a unique nonzero x-factor for given spinors

## Spinors, momenta and the ratio $x$

A spinor is a pair of complex numbers $a=(a_0,a_1)$, numbered from zero as in the Lean code, where its type is `Fin 2 → ℂ`. The angle bracket of two spinors is the antisymmetric form

$$\langle a,b\rangle = a_0b_1-a_1b_0 .$$

It satisfies $\langle a,a\rangle=0$ and $\langle a,b\rangle=-\langle b,a\rangle$.

```lean
import Mathlib

open Matrix

namespace SpinorHelicityXFactor

noncomputable section

/-- The antisymmetric angle bracket of two two-component spinors. -/
def bracket (a b : Fin 2 → ℂ) : ℂ := a 0 * b 1 - a 1 * b 0
```

A momentum is a complex $2\times2$ matrix $P$, and its mass squared is $\det P$. For a real four-momentum $(E,\vec p)$ this is the usual $P=E\,\mathbb 1+\vec p\cdot\vec\sigma$ with $\det P=E^2-\vec p^{\,2}$, up to the sign convention for $\vec p$. Here $P$ need not be Hermitian, so complex momenta are included.

The massless particle is described by two spinors $l$ and $\mu$, which need not be related by complex conjugation. In the usual notation $l$ is the angle spinor and $\mu$ the square spinor. Both are stored in the same Lean type, with index positions chosen so that $P\mu$ is a spinor of the same kind as $l$. The massless momentum $k$ is the matrix that sends $v$ to $\langle\mu,v\rangle\,l$. Reading off its columns gives

$$k=\begin{pmatrix}-l_0\mu_1 & l_0\mu_0\\ -l_1\mu_1 & l_1\mu_0\end{pmatrix}.$$

```lean
/-- The momentum matrix built from the spinors `l` and `μ`, which sends a spinor `v`
to `⟨μ, v⟩ l`. -/
def masslessMomentum (l μ : Fin 2 → ℂ) : Matrix (Fin 2) (Fin 2) ℂ :=
  !![-(l 0 * μ 1), l 0 * μ 0; -(l 1 * μ 1), l 1 * μ 0]
```

Let $m$ be the mass of the massive particle and $r$ an auxiliary reference spinor. The x-factor is the ratio

$$x=\frac{\langle r,P\mu\rangle}{m\,\langle r,l\rangle}.$$

In the code `P *ᵥ μ` is the matrix $P$ applied to the spinor $\mu$.

```lean
/-- The x-factor of a particle of mass `m` and momentum `P` with a massless particle of
spinors `l` and `μ`, computed with the reference spinor `r`. -/
def xFactor (m : ℂ) (P : Matrix (Fin 2) (Fin 2) ℂ) (l μ r : Fin 2 → ℂ) : ℂ :=
  bracket r (P *ᵥ μ) / (m * bracket r l)
```

Up to normalisation, $\langle r,P\mu\rangle/\langle r,l\rangle$ is the massive momentum contracted with a photon polarisation vector, and choosing $r$ is choosing a gauge. In tree-level scalar QED, $mx$ is therefore, up to the coupling and numerical factors, the three-point amplitude of a charged scalar with a photon of one helicity, for on-shell and in general complex momenta. The parts below treat the kinematic factor alone; they contain no Lagrangian, coupling or spin of the massive particle.

## (a) Rescaling the second spinor in a bracket

**Task.** Show that $\langle a,cb\rangle=c\,\langle a,b\rangle$ for every complex number $c$.

**Solution.** Insert the components of $cb$ into the definition:

$$\langle a,cb\rangle=a_0(cb_1)-a_1(cb_0)=c\,(a_0b_1-a_1b_0)=c\,\langle a,b\rangle .$$

The Lean proof unfolds the bracket and leaves this identity to `ring`.

```lean
/-- The angle bracket is linear under rescaling of its second spinor. -/
theorem bracket_smul_right (c : ℂ) (a b : Fin 2 → ℂ) :
    bracket a (c • b) = c * bracket a b := by
  simp only [bracket, Pi.smul_apply, smul_eq_mul]
  ring
```

## (b) The momentum built from two spinors is massless

**Task.** Show that $\det k=0$ for all spinors $l$ and $\mu$.

**Solution.** From the matrix above,

$$\det k=(-l_0\mu_1)(l_1\mu_0)-(l_0\mu_0)(-l_1\mu_1)=0 .$$

This was to be expected, since every image $kv$ is a multiple of the single spinor $l$. In Lean, `det_fin_two_of` writes out the $2\times2$ determinant and `ring` cancels the two products.

```lean
/-- The momentum built from two spinors has zero mass squared. -/
theorem det_masslessMomentum (l μ : Fin 2 → ℂ) : (masslessMomentum l μ).det = 0 := by
  rw [masslessMomentum, Matrix.det_fin_two_of]
  ring
```

## (c) Equal masses mean $\langle l,P\mu\rangle=0$

**Task.** A particle of momentum $P$ absorbs the massless particle and leaves with momentum $P+k$. Show that its mass squared is unchanged exactly when $\langle l,P\mu\rangle=0$.

**Solution.** The determinant of a sum of two $2\times2$ matrices is

$$\det(P+k)=\det P+\det k+P_{00}k_{11}+P_{11}k_{00}-P_{01}k_{10}-P_{10}k_{01}.$$

By part (b), $\det k=0$. The mixed terms are

$$P_{00}l_1\mu_0-P_{11}l_0\mu_1+P_{01}l_1\mu_1-P_{10}l_0\mu_0
= l_1(P\mu)_0-l_0(P\mu)_1=-\langle l,P\mu\rangle .$$

Hence

$$\det(P+k)=\det P-\langle l,P\mu\rangle ,$$

and the two masses squared agree exactly when the bracket vanishes.

In four-vector language the mixed terms are $2\,p\cdot k$, so the condition reads $p\cdot k=0$. For a real timelike $p$ and a real nonzero null $k$ this is impossible. If $p$ is real and timelike, a nonzero $k$ must therefore be complex, which is possible because $l$ and $\mu$ are not tied to each other by complex conjugation.

The Lean proof establishes the displayed shift of the determinant as `key`. It expands everything in components, so it does not need part (b) as a separate input. The lemma `sub_eq_self` then turns "$\det P-\langle l,P\mu\rangle=\det P$" into "$\langle l,P\mu\rangle=0$".

```lean
/-- Absorbing the massless momentum leaves the mass squared of `P` unchanged exactly when
`⟨l, P μ⟩ = 0`. -/
theorem equal_mass_iff (P : Matrix (Fin 2) (Fin 2) ℂ) (l μ : Fin 2 → ℂ) :
    (P + masslessMomentum l μ).det = P.det ↔ bracket l (P *ᵥ μ) = 0 := by
  -- the determinant is shifted by the bracket itself
  have key : (P + masslessMomentum l μ).det = P.det - bracket l (P *ᵥ μ) := by
    simp [masslessMomentum, bracket, Matrix.det_fin_two, Matrix.mulVec, dotProduct,
      Fin.sum_univ_two]
    ring
  rw [key, sub_eq_self]
```

## (d) A vanishing bracket means proportional spinors

**Task.** Let $l\neq0$ and $\langle l,v\rangle=0$. Show that $v=c\,l$ for some complex number $c$.

**Solution.** The hypothesis says $l_0v_1=l_1v_0$. There are two cases.

If $l_0\neq0$, put $c=v_0/l_0$. Then $c\,l_0=v_0$ by construction, and $c\,l_1=v_0l_1/l_0=v_1$ by the hypothesis.

If $l_0=0$, then $l_1\neq0$, because $l$ is not the zero spinor. Put $c=v_1/l_1$. Then $c\,l_1=v_1$ by construction. The hypothesis reduces to $l_1v_0=0$, so $v_0=0=c\,l_0$.

The Lean proof makes the same case distinction with `by_cases`. In each case one component is the cancellation `div_mul_cancel₀`. For the other, `field_simp` clears the denominator and `linear_combination` recognises the hypothesis, up to a sign.

```lean
/-- A spinor whose bracket with a nonzero spinor `l` vanishes is a multiple of `l`. -/
theorem parallel_of_bracket_eq_zero {l v : Fin 2 → ℂ} (hl : l ≠ 0)
    (h : bracket l v = 0) : ∃ c : ℂ, v = c • l := by
  unfold bracket at h
  by_cases h0 : l 0 = 0
  · have h1 : l 1 ≠ 0 := fun h1 => hl (funext (Fin.forall_fin_two.mpr ⟨h0, h1⟩))
    refine ⟨v 1 / l 1, funext (Fin.forall_fin_two.mpr ⟨?_, ?_⟩)⟩
    · show v 0 = v 1 / l 1 * l 0
      field_simp
      linear_combination -h
    · exact (div_mul_cancel₀ _ h1).symm
  · refine ⟨v 0 / l 0, funext (Fin.forall_fin_two.mpr ⟨?_, ?_⟩)⟩
    · exact (div_mul_cancel₀ _ h0).symm
    · show v 1 = v 0 / l 0 * l 1
      field_simp
      linear_combination h
```

## (e) The x-factor exists, is unique and does not depend on the reference spinor

**Task.** Let $m\neq0$, $\det P=m^2$, $l\neq0$, $\mu\neq0$ and $\langle l,P\mu\rangle=0$. Show that there is a nonzero $x$ with the following properties:

- $P\mu=m\,y\,l$ holds for a complex number $y$ exactly when $y=x$;
- $x=\langle r,P\mu\rangle/(m\langle r,l\rangle)$ for every $r$ with $\langle r,l\rangle\neq0$;
- $\operatorname{adj}(P)\,l=(m/x)\,\mu$.

**Solution.** By part (d), applied to $v=P\mu$, there is a number $c$ with $P\mu=c\,l$.

The adjugate matrix is

$$\operatorname{adj}(P)=\begin{pmatrix}P_{11}&-P_{01}\\-P_{10}&P_{00}\end{pmatrix},\qquad \operatorname{adj}(P)\,P=(\det P)\,\mathbb 1=m^2\,\mathbb 1 .$$

Applying it to $P\mu=c\,l$ gives

$$c\,\operatorname{adj}(P)\,l=m^2\mu .$$

If $c$ were zero, the left side would vanish, while $m^2\mu\neq0$. So $c\neq0$, and $x=c/m$ is a nonzero number.

*Uniqueness.* If $y=x$, then $m\,y\,l=c\,l=P\mu$. Conversely, suppose $P\mu=m\,y\,l$. Then $c\,l_i=m\,y\,l_i$ for both components. Choose $i$ with $l_i\neq0$ and cancel it: $c=m\,y$, so $y=c/m=x$.

*Reference spinor.* Part (a) gives $\langle r,P\mu\rangle=\langle r,c\,l\rangle=c\,\langle r,l\rangle$. Therefore

$$\frac{\langle r,P\mu\rangle}{m\,\langle r,l\rangle}=\frac{c}{m}=x ,$$

and $r$ has dropped out. An admissible $r$ is always at hand: $\langle r,l\rangle$ equals $-l_0$ for $r=(0,1)$ and $l_1$ for $r=(1,0)$, and these are not both zero.

*Conjugate relation.* Divide $c\,\operatorname{adj}(P)\,l=m^2\mu$ by $c=m\,x$:

$$\operatorname{adj}(P)\,l=\frac{m^2}{m\,x}\,\mu=\frac{m}{x}\,\mu .$$

**The theorem in Lean.** The hypotheses `hm`, `hP`, `hl`, `hμ` and `hk` are the five assumptions of the task in the same order. By part (c), `hk` stands for the equality of the two masses, which is assumed here as a property of the process. With unequal masses the bracket is nonzero, and $P\mu$ is then not a multiple of $l$ at all. The mass `m` is any nonzero complex number, with a physical positive mass as a special case. Only $m^2$ is tied to $P$, so the choice of sign for $m$ also fixes the sign of $x$.

The conclusion is one existential statement. Its equivalence `P *ᵥ μ = (m * y) • l ↔ y = x` carries the defining relation in one direction and uniqueness in the other.

The proof takes `c` from part (d) and obtains $\operatorname{adj}(P)\,P\mu=m^2\mu$ as `hadj`, using `Matrix.adjugate_mul`. Substituting $P\mu=c\,l$ turns `hadj` into the relation from which `hc0`, the statement $c\neq0$, follows. The value `c / m` is then supplied for $x$. In the uniqueness step, `Function.ne_iff` provides the component $i$ with $l_i\neq0$, and `mul_right_cancel₀` cancels it. The closing `calc` block is the division by $c$.

```lean
/-- In three-point kinematics with one massless leg and two legs of equal mass `m`, the
relation `P μ = m x l` fixes a unique, nonzero `x`. It is given by the x-factor formula for
every reference spinor `r` with `⟨r, l⟩ ≠ 0`, and the adjugate momentum sends `l` to
`(m / x) μ`. -/
theorem xFactor_exists_unique {m : ℂ} {P : Matrix (Fin 2) (Fin 2) ℂ} {l μ : Fin 2 → ℂ}
    (hm : m ≠ 0) (hP : P.det = m ^ 2) (hl : l ≠ 0) (hμ : μ ≠ 0)
    (hk : bracket l (P *ᵥ μ) = 0) :
    ∃ x : ℂ, x ≠ 0 ∧ (∀ y : ℂ, P *ᵥ μ = (m * y) • l ↔ y = x) ∧
      (∀ r : Fin 2 → ℂ, bracket r l ≠ 0 → x = xFactor m P l μ r) ∧
      P.adjugate *ᵥ l = (m / x) • μ := by
  obtain ⟨c, hc⟩ := parallel_of_bracket_eq_zero hl hk
  -- the adjugate undoes `P` up to the mass squared
  have hadj : P.adjugate *ᵥ (P *ᵥ μ) = m ^ 2 • μ := by
    rw [Matrix.mulVec_mulVec, Matrix.adjugate_mul, hP, Matrix.smul_mulVec,
      Matrix.one_mulVec]
  rw [hc, Matrix.mulVec_smul] at hadj
  have hc0 : c ≠ 0 := by
    intro h
    rw [h, zero_smul] at hadj
    exact smul_ne_zero (pow_ne_zero 2 hm) hμ hadj.symm
  refine ⟨c / m, div_ne_zero hc0 hm, fun y => ⟨?_, ?_⟩, ?_, ?_⟩
  · -- uniqueness: compare a nonvanishing component of `l`
    intro h
    rw [hc] at h
    obtain ⟨i, hi⟩ := Function.ne_iff.mp hl
    have h2 := congrFun h i
    simp only [Pi.smul_apply, smul_eq_mul] at h2
    have h3 : c = m * y := mul_right_cancel₀ hi h2
    exact eq_div_of_mul_eq hm (by linear_combination -h3)
  · intro hy
    have h4 : m * y = c := by
      rw [hy]
      field_simp
    rw [hc, h4]
  · -- the reference spinor drops out of the ratio
    intro r hr
    rw [xFactor, hc, bracket_smul_right]
    field_simp
  · calc P.adjugate *ᵥ l = c⁻¹ • (c • (P.adjugate *ᵥ l)) := (inv_smul_smul₀ hc0 _).symm
      _ = (m / (c / m)) • μ := by
        rw [hadj, smul_smul]
        congr 1
        field_simp
```

## (f) The helicity weight of $x$

**Task.** Rescale $l\to t\,l$ and $\mu\to s\,\mu$ with $st=1$. Show that the x-factor is multiplied by $s^2$.

**Solution.** The massless momentum is bilinear in $l$ and $\mu$, so it changes by the factor $st=1$, that is, not at all. The rescaling is the little-group freedom in choosing spinors for a given massless momentum. In the x-factor the numerator gains a factor $s$ and the denominator a factor $t$:

$$\frac{\langle r,P(s\mu)\rangle}{m\,\langle r,t\,l\rangle}=\frac{s}{t}\,\frac{\langle r,P\mu\rangle}{m\,\langle r,l\rangle}=s^2\,\frac{\langle r,P\mu\rangle}{m\,\langle r,l\rangle},$$

because $1/t=s$. This is the weight of one unit of helicity, as a photon amplitude requires.

The Lean statement concerns the ratio `xFactor` itself, so it needs neither the on-shell conditions nor the equal-mass condition. It also does not ask for $m\langle r,l\rangle\neq0$: Lean sets division by zero to zero, and both sides then vanish. The proof replaces $t$ by $s^{-1}$, pulls the factors out of the brackets with part (a), and finishes with `ring`.

```lean
/-- Under the little-group rescaling `l → t l`, `μ → s μ` with `s t = 1`, the x-factor is
multiplied by `s ^ 2`. -/
theorem xFactor_little_group (m : ℂ) (P : Matrix (Fin 2) (Fin 2) ℂ) (l μ r : Fin 2 → ℂ)
    {s t : ℂ} (hst : s * t = 1) :
    xFactor m P (t • l) (s • μ) r = s ^ 2 * xFactor m P l μ r := by
  have ht : t = s⁻¹ := eq_inv_of_mul_eq_one_right hst
  rw [xFactor, xFactor, Matrix.mulVec_smul, bracket_smul_right, bracket_smul_right, ht]
  simp only [div_eq_mul_inv, mul_inv, inv_inv]
  ring
```

## (g) A massive particle at rest

**Task.** Take $P=m\,\mathbb 1$ with $m\neq0$, and $\mu=c\,l$ for a given number $c$. Let $\langle r,l\rangle\neq0$. Show that $\det P=m^2$, that $\langle l,P\mu\rangle=0$, and that the x-factor is $c$.

**Solution.** The determinant of $m\,\mathbb 1$ in two dimensions is $m^2$. Next, $P\mu=m\,c\,l$, so

$$\langle l,P\mu\rangle=m\,c\,\langle l,l\rangle=0,\qquad
\frac{\langle r,P\mu\rangle}{m\,\langle r,l\rangle}=\frac{m\,c\,\langle r,l\rangle}{m\,\langle r,l\rangle}=c .$$

The condition $\langle r,l\rangle\neq0$ already forces $l\neq0$. For $c\neq0$ the spinor $\mu$ is nonzero as well, and all assumptions of part (e) are met. Every nonzero complex number thus occurs as an x-factor.

For an explicit case take $l=(1,0)$, $\mu=(c,0)$ and $r=(0,1)$. Then

$$k=\begin{pmatrix}0&c\\0&0\end{pmatrix},\qquad P+k=\begin{pmatrix}m&c\\0&m\end{pmatrix},$$

and both $P$ and $P+k$ have determinant $m^2$. With $\langle r,l\rangle=-1$ and $\langle r,P\mu\rangle=-mc$, the ratio is $c$.

In the limit $c\to0$ with $l$ held fixed, the massless momentum disappears and $x$ goes to zero. The factor $m/x$ in the conjugate relation grows without bound, but $(m/x)\,\mu=(m/c)\,c\,l=m\,l$ stays finite. At $c=0$ itself $\mu$ is the zero spinor, which part (e) excludes; the three statements of the present part still hold there.

In the Lean proof, `hv` is the relation $P\mu=m\,c\,l$, and the second and third claims follow from it with part (a).

```lean
/-- The rest-frame momentum `m • 1` with the spinors `l` and `c l` has mass squared `m ^ 2`,
satisfies `⟨l, P μ⟩ = 0` for `P = m • 1` and `μ = c l`, and has x-factor `c` for every reference
spinor `r` with `⟨r, l⟩ ≠ 0`. -/
theorem restFrame_witness {m : ℂ} (hm : m ≠ 0) (c : ℂ) {l r : Fin 2 → ℂ}
    (hr : bracket r l ≠ 0) :
    (m • (1 : Matrix (Fin 2) (Fin 2) ℂ)).det = m ^ 2 ∧
      bracket l ((m • (1 : Matrix (Fin 2) (Fin 2) ℂ)) *ᵥ (c • l)) = 0 ∧
      xFactor m (m • (1 : Matrix (Fin 2) (Fin 2) ℂ)) l (c • l) r = c := by
  have hv : (m • (1 : Matrix (Fin 2) (Fin 2) ℂ)) *ᵥ (c • l) = (m * c) • l := by
    rw [Matrix.smul_mulVec, Matrix.one_mulVec, smul_smul]
  refine ⟨?_, ?_, ?_⟩
  · rw [Matrix.det_smul, Fintype.card_fin, Matrix.det_one, mul_one]
  · rw [hv, bracket_smul_right, bracket]
    ring
  · rw [xFactor, hv, bracket_smul_right]
    field_simp

end

end SpinorHelicityXFactor
```

```lean
#print axioms SpinorHelicityXFactor.det_masslessMomentum
-- 'SpinorHelicityXFactor.det_masslessMomentum' depends on axioms: [propext, Classical.choice, Quot.sound]
#print axioms SpinorHelicityXFactor.equal_mass_iff
-- 'SpinorHelicityXFactor.equal_mass_iff' depends on axioms: [propext, Classical.choice, Quot.sound]
#print axioms SpinorHelicityXFactor.xFactor_exists_unique
-- 'SpinorHelicityXFactor.xFactor_exists_unique' depends on axioms: [propext, Classical.choice, Quot.sound]
#print axioms SpinorHelicityXFactor.xFactor_little_group
-- 'SpinorHelicityXFactor.xFactor_little_group' depends on axioms: [propext, Classical.choice, Quot.sound]
```
